# A one-particle model on six sites whose uniform density is ensemble but not pure-state $v$-representable

A density functional defined only on densities of pure ground states, or an inversion code that fills a single orbital, can miss a density that a mixture of degenerate ground states produces, and no choice of local potential need repair this. The Lean file below proves such a case for one particle on six sites with one fixed hopping matrix.

```lean
import Mathlib

open Matrix ComplexConjugate

namespace EnsembleRepresentability

noncomputable section

/-- The three vectors `(1,1,1,1,0,0)/2`, `(1,-1,0,0,1,1)/2`, `(0,0,1,-1,1,-1)/2` on six sites. -/
def u : Fin 3 → Fin 6 → ℂ :=
  ![![1/2, 1/2, 1/2, 1/2, 0, 0], ![1/2, -1/2, 0, 0, 1/2, 1/2], ![0, 0, 1/2, -1/2, 1/2, -1/2]]

/-- The complex span of the three vectors `u k`. -/
def groundSpace : Submodule ℂ (Fin 6 → ℂ) := Submodule.span ℂ (Set.range u)

/-- Site density `|ψ i|²` of a one-particle state. -/
def density (ψ : Fin 6 → ℂ) (i : Fin 6) : ℝ := Complex.normSq (ψ i)

/-- Site density of the ensemble giving weight `1/3` to each `u k`. -/
def ensembleDensity (i : Fin 6) : ℝ := ∑ k, 1 / 3 * density (u k) i

/-- The Hamiltonian `T = -∑ₖ |u k⟩⟨u k|`. -/
def T : Matrix (Fin 6) (Fin 6) ℂ := -∑ k, vecMulVec (u k) (star (u k))

/-- The energy `Re ⟨ψ, H ψ⟩`. -/
def energy (H : Matrix (Fin 6) (Fin 6) ℂ) (ψ : Fin 6 → ℂ) : ℝ := (star ψ ⬝ᵥ H *ᵥ ψ).re

/-- A ground state of `H` is a unit vector of least energy among all unit vectors. -/
def IsGroundState (H : Matrix (Fin 6) (Fin 6) ℂ) (ψ : Fin 6 → ℂ) : Prop :=
  ∑ i, density ψ i = 1 ∧ ∀ φ, ∑ i, density φ i = 1 → energy H ψ ≤ energy H φ

/-- The real part of `⟨φ, φ⟩` is the density summed over the sites. -/
theorem norm_eq_sum_density (φ : Fin 6 → ℂ) : (star φ ⬝ᵥ φ).re = ∑ i, density φ i := by
  rw [dotProduct, Complex.re_sum]
  refine Finset.sum_congr rfl fun i _ => ?_
  simp [density, Complex.normSq_apply]

/-- The three vectors `u k` are orthonormal. -/
theorem u_orthonormal (k l : Fin 3) : star (u k) ⬝ᵥ u l = if k = l then 1 else 0 := by
  have h2 : (starRingEnd ℂ) 2 = 2 := map_ofNat _ 2
  fin_cases k <;> fin_cases l <;> simp [u, dotProduct, Fin.sum_univ_six, h2] <;> (try ring)

/-- The equal-weight ensemble has density `1/6` on every site. -/
theorem ensembleDensity_uniform : ensembleDensity = fun _ => 1 / 6 := by
  ext i
  fin_cases i <;> simp [ensembleDensity, density, u, Fin.sum_univ_three] <;> (try norm_num)

/-- If the interference terms `Re (a b̄)`, `Re (a c̄)`, `Re (b c̄)` of three complex amplitudes
all vanish, one of the amplitudes is zero. -/
theorem no_three_orthogonal_phases (a b c : ℂ) (hab : (a * conj b).re = 0)
    (hac : (a * conj c).re = 0) (hbc : (b * conj c).re = 0) : a = 0 ∨ b = 0 ∨ c = 0 := by
  have h1 : a.re * b.re + a.im * b.im = 0 := by simpa using hab
  have h2 : a.re * c.re + a.im * c.im = 0 := by simpa using hac
  have h3 : b.re * c.re + b.im * c.im = 0 := by simpa using hbc
  -- |a|² (b·c) = (a·b)(a·c) + (a×b)(a×c) in the plane
  have hx : (a.re * b.im - a.im * b.re) * (a.re * c.im - a.im * c.re) = 0 := by
    linear_combination (a.re ^ 2 + a.im ^ 2) * h3 - (a.re * c.re + a.im * c.im) * h1
  rcases mul_eq_zero.mp hx with h | h
  · have h0 : Complex.normSq a * Complex.normSq b = 0 := by
      simp only [Complex.normSq_apply]
      linear_combination (a.re * b.re + a.im * b.im) * h1 + (a.re * b.im - a.im * b.re) * h
    rcases mul_eq_zero.mp h0 with h | h
    · exact Or.inl (Complex.normSq_eq_zero.mp h)
    · exact Or.inr (Or.inl (Complex.normSq_eq_zero.mp h))
  · have h0 : Complex.normSq a * Complex.normSq c = 0 := by
      simp only [Complex.normSq_apply]
      linear_combination (a.re * c.re + a.im * c.im) * h2 + (a.re * c.im - a.im * c.re) * h
    rcases mul_eq_zero.mp h0 with h | h
    · exact Or.inl (Complex.normSq_eq_zero.mp h)
    · exact Or.inr (Or.inr (Complex.normSq_eq_zero.mp h))

/-- No vector in the span of the `u k` has density `1/6` on every site. -/
theorem no_pure_uniform_density (ψ : Fin 6 → ℂ) (hψ : ψ ∈ groundSpace) :
    density ψ ≠ fun _ => 1 / 6 := by
  intro h
  obtain ⟨c, rfl⟩ := (Submodule.mem_span_range_iff_exists_fun ℂ).mp hψ
  have hv : ∑ k, c k • u k = ![(c 0 + c 1) / 2, (c 0 - c 1) / 2, (c 0 + c 2) / 2,
      (c 0 - c 2) / 2, (c 1 + c 2) / 2, (c 1 - c 2) / 2] := by
    ext i
    fin_cases i <;> simp [u, Fin.sum_univ_three] <;> (try ring)
  rw [hv] at h
  have h4 : Complex.normSq (2 : ℂ) = 4 := by norm_num [Complex.normSq_apply]
  have d0 : Complex.normSq ((c 0 + c 1) / 2) = 1 / 6 := congrFun h 0
  have d1 : Complex.normSq ((c 0 - c 1) / 2) = 1 / 6 := congrFun h 1
  have d2 : Complex.normSq ((c 0 + c 2) / 2) = 1 / 6 := congrFun h 2
  have d3 : Complex.normSq ((c 0 - c 2) / 2) = 1 / 6 := congrFun h 3
  have d4 : Complex.normSq ((c 1 + c 2) / 2) = 1 / 6 := congrFun h 4
  have d5 : Complex.normSq ((c 1 - c 2) / 2) = 1 / 6 := congrFun h 5
  rw [map_div₀, h4, Complex.normSq_add] at d0 d2 d4
  rw [map_div₀, h4, Complex.normSq_sub] at d1 d3 d5
  -- equal density within each pair of sites kills the interference terms
  rcases no_three_orthogonal_phases (c 0) (c 1) (c 2) (by linarith) (by linarith)
    (by linarith) with hz | hz | hz
  all_goals
    have := Complex.normSq_eq_zero.mpr hz
    linarith

/-- `T` sends `ψ` to `-∑ₖ ⟨u k, ψ⟩ u k`. -/
theorem T_mulVec (ψ : Fin 6 → ℂ) : T *ᵥ ψ = -∑ k, (star (u k) ⬝ᵥ ψ) • u k := by
  ext i
  simp only [T, mulVec, dotProduct, Matrix.neg_apply, Matrix.add_apply,
    vecMulVec_apply, Pi.neg_apply, Pi.add_apply, Pi.smul_apply, smul_eq_mul,
    Fin.sum_univ_three, Fin.sum_univ_six]
  ring

/-- The span of the `u k` consists of the solutions of `ψ + T ψ = 0`. -/
theorem mem_groundSpace_iff (ψ : Fin 6 → ℂ) : ψ ∈ groundSpace ↔ ψ + T *ᵥ ψ = 0 := by
  rw [T_mulVec, add_neg_eq_zero, groundSpace, Submodule.mem_span_range_iff_exists_fun]
  constructor
  · rintro ⟨c, rfl⟩
    have hk : ∀ k, star (u k) ⬝ᵥ (∑ l, c l • u l) = c k := by
      intro k
      simp [dotProduct_sum, dotProduct_smul, u_orthonormal]
    simp only [hk]
  · intro h
    exact ⟨fun k => star (u k) ⬝ᵥ ψ, h.symm⟩

/-- A unit vector has `T`-energy at least `-1`, with equality exactly when it lies in the span
of the `u k`. -/
theorem energy_bound (ψ : Fin 6 → ℂ) (hψ : ∑ i, density ψ i = 1) :
    -1 ≤ energy T ψ ∧ (energy T ψ = -1 ↔ ψ ∈ groundSpace) := by
  -- ‖ψ + Tψ‖² = ‖ψ‖² + ⟨ψ, Tψ⟩
  have key : star (ψ + T *ᵥ ψ) ⬝ᵥ (ψ + T *ᵥ ψ) = star ψ ⬝ᵥ ψ + star ψ ⬝ᵥ T *ᵥ ψ := by
    rw [T_mulVec]
    simp only [dotProduct, Fin.sum_univ_six, Fin.sum_univ_three, Pi.add_apply,
      Pi.neg_apply, Pi.smul_apply, Pi.star_apply, smul_eq_mul]
    simp [u]
    ring
  have hE : ∑ i, density (ψ + T *ᵥ ψ) i = 1 + energy T ψ := by
    rw [← norm_eq_sum_density, key, Complex.add_re, norm_eq_sum_density, hψ, energy]
  have hn : ∀ i ∈ Finset.univ, 0 ≤ density (ψ + T *ᵥ ψ) i :=
    fun i _ => Complex.normSq_nonneg _
  refine ⟨by linarith [Finset.sum_nonneg hn], ?_⟩
  rw [mem_groundSpace_iff]
  constructor
  · intro h
    have h0 : ∑ i, density (ψ + T *ᵥ ψ) i = 0 := by linarith
    funext i
    exact Complex.normSq_eq_zero.mp
      ((Finset.sum_eq_zero_iff_of_nonneg hn).mp h0 i (Finset.mem_univ i))
  · intro h
    rw [h] at hE
    have h0 : ∑ i, density 0 i = 0 := by simp [density]
    linarith

/-- The ground states of `T` are exactly the unit vectors in the span of the `u k`. -/
theorem isGroundState_iff (ψ : Fin 6 → ℂ) :
    IsGroundState T ψ ↔ ∑ i, density ψ i = 1 ∧ ψ ∈ groundSpace := by
  constructor
  · rintro ⟨h1, h2⟩
    have hu : ∑ i, density (u 0) i = 1 := by
      rw [← norm_eq_sum_density, u_orthonormal]; simp
    have he := (energy_bound _ hu).2.mpr (Submodule.subset_span ⟨0, rfl⟩)
    have hb := energy_bound ψ h1
    exact ⟨h1, hb.2.mp (by linarith [h2 _ hu, hb.1])⟩
  · rintro ⟨h1, h2⟩
    refine ⟨h1, fun φ hφ => ?_⟩
    rw [(energy_bound ψ h1).2.mpr h2]
    exact (energy_bound φ hφ).1

/-- The `u k` are ground states of `T` and their equal-weight ensemble has density `1/6` on every
site, but for no real potential `v` does a ground state of `T + diag v` have that density. -/
theorem ensemble_not_pure_representable :
    (∀ k, IsGroundState T (u k)) ∧ (ensembleDensity = fun _ => 1 / 6) ∧
      ∀ (v : Fin 6 → ℝ) (ψ : Fin 6 → ℂ),
        IsGroundState (T + diagonal fun i => (v i : ℂ)) ψ → density ψ ≠ fun _ => 1 / 6 := by
  have hu : ∀ k, ∑ i, density (u k) i = 1 := fun k => by
    rw [← norm_eq_sum_density, u_orthonormal]; simp
  have hm : ∀ k, u k ∈ groundSpace := fun k => Submodule.subset_span ⟨k, rfl⟩
  refine ⟨fun k => (isGroundState_iff _).mpr ⟨hu k, hm k⟩, ensembleDensity_uniform, ?_⟩
  rintro v ψ ⟨h1, h2⟩ hρ
  -- the potential energy depends on the density only
  have hV : ∀ φ, energy (T + diagonal fun i => (v i : ℂ)) φ
      = energy T φ + ∑ i, v i * density φ i := by
    intro φ
    simp only [energy, Matrix.add_mulVec, dotProduct_add, Complex.add_re]
    congr 1
    rw [dotProduct, Complex.re_sum]
    refine Finset.sum_congr rfl fun i _ => ?_
    rw [Matrix.mulVec_diagonal]
    simp [density, Complex.normSq_apply]
    ring
  have hk : ∀ k, energy T ψ + ∑ i, v i * density ψ i ≤ -1 + ∑ i, v i * density (u k) i := by
    intro k
    have h := h2 _ (hu k)
    rwa [hV, hV, (energy_bound _ (hu k)).2.mpr (hm k)] at h
  -- averaging over the ensemble cancels the potential energy
  have havg : ∑ i, v i * density ψ i = 1 / 3 * (∑ i, v i * density (u 0) i
      + ∑ i, v i * density (u 1) i + ∑ i, v i * density (u 2) i) := by
    rw [hρ.trans ensembleDensity_uniform.symm]
    simp only [ensembleDensity, Fin.sum_univ_three, Fin.sum_univ_six]
    ring
  have hb := energy_bound ψ h1
  have hmem : ψ ∈ groundSpace := hb.2.mp (by linarith [hk 0, hk 1, hk 2, hb.1])
  exact no_pure_uniform_density ψ hmem hρ

end

end EnsembleRepresentability
```
```lean
#print axioms EnsembleRepresentability.ensemble_not_pure_representable
-- 'EnsembleRepresentability.ensemble_not_pure_representable' depends on axioms: [propext, Classical.choice, Quot.sound]
```

## States, density and Hamiltonian

Sites carry the index $i = 0,\dots,5$. A state is a vector $\psi \in \mathbb{C}^6$, of type `Fin 6 → ℂ`, and `density ψ i` is $\rho_i(\psi) = |\psi_i|^2$. Normalisation is always written as $\sum_i \rho_i(\psi) = 1$. The expression `star ψ ⬝ᵥ φ` is the inner product $\langle\psi,\varphi\rangle = \sum_i \bar\psi_i \varphi_i$, antilinear in its first slot. The vectors `u k` with $k = 0,1,2$ are

$$u_0 = \tfrac12(1,1,1,1,0,0),\quad u_1 = \tfrac12(1,-1,0,0,1,1),\quad u_2 = \tfrac12(0,0,1,-1,1,-1),$$

and `groundSpace` is their complex span $G$. The function `ensembleDensity` is $\tfrac13\sum_k \rho_i(u_k)$, the site density of the equal-weight mixture; the mixture enters only through this density and is not built as a density matrix.

The matrix `T` is $T = -\sum_k |u_k\rangle\langle u_k|$. It is postulated so that $G$ becomes a ground space, and it stands for the fixed, potential-independent part of the Hamiltonian, the role kinetic energy plays in the continuum. Its entries are $-\tfrac12$ on the diagonal, zero within the pairs $(0,1)$, $(2,3)$, $(4,5)$, and $\pm\tfrac14$, of both signs, between the other sites. For a matrix $H$, `energy H ψ` is $E_H(\psi) = \operatorname{Re}\langle\psi, H\psi\rangle$; the Hamiltonians used here are Hermitian, so the real part discards nothing. `IsGroundState H ψ` is variational: $\psi$ is a unit vector and $E_H(\psi) \le E_H(\varphi)$ for every unit vector $\varphi$.

## The representability theorem

`ensemble_not_pure_representable` has three parts. Each $u_k$ is a ground state of $T$. Their equal-weight ensemble has density $1/6$ on every site. For every real potential `v : Fin 6 → ℝ` and every ground state $\psi$ of $T + \operatorname{diag}(v)$, the density of $\psi$ differs from $1/6$ on at least one site. The first two parts say that the uniform density is ensemble $v$-representable, with $v = 0$; the third says that it is not pure-state $v$-representable.

For this one-particle, non-interacting, six-site model, a universal functional defined through pure ground states of $T + \operatorname{diag}(v)$ therefore lacks the uniform density in its domain, while the ensemble version contains it. The potentials are real and diagonal, so vector potentials and nonlocal terms are not covered, and nothing is said about another $T$, about spin, several particles or the continuum. The obstruction concerns ground states only: the vector with every amplitude $1/\sqrt6$ has the uniform density, but by the theorem it is the ground state of no $T + \operatorname{diag}(v)$.

## Orthonormal vectors with a uniform mixture

Each $u_k$ has four entries of modulus $\tfrac12$, hence norm one, and any two overlap on one pair of sites, where the products cancel, as in $\langle u_0,u_1\rangle = \tfrac14 - \tfrac14$. Every site is covered by exactly two of the three vectors, so the ensemble density is $\tfrac13(\tfrac14+\tfrac14) = \tfrac16$. The lemmas `u_orthonormal` and `ensembleDensity_uniform` run through these cases with `fin_cases`, and `norm_eq_sum_density` identifies $\operatorname{Re}\langle\varphi,\varphi\rangle$ with $\sum_i\rho_i(\varphi)$.

## Three phases cannot be mutually in quadrature

With complex $a, b, c$, a vector $\psi = a u_0 + b u_1 + c u_2$ of $G$ has amplitudes $(a \pm b)/2$ on sites $0,1$, $(a\pm c)/2$ on sites $2,3$ and $(b \pm c)/2$ on sites $4,5$. Uniform density on the first pair means

$$\tfrac14\left(|a|^2 + |b|^2 \pm 2\operatorname{Re}(a\bar b)\right) = \tfrac16 .$$

The difference of the two equations gives $\operatorname{Re}(a\bar b) = 0$ and their sum gives $|a|^2+|b|^2 = \tfrac23$. The other pairs give the same for $(a,c)$ and $(b,c)$.

Read $a, b, c$ as vectors in the plane, with $a\cdot b = \operatorname{Re}a\operatorname{Re}b + \operatorname{Im}a\operatorname{Im}b = \operatorname{Re}(a\bar b)$ and $a\times b = \operatorname{Re}a\operatorname{Im}b - \operatorname{Im}a\operatorname{Re}b$. The identity

$$|a|^2\,(b\cdot c) = (a\cdot b)(a\cdot c) + (a\times b)(a\times c)$$

with all dot products zero gives $(a\times b)(a\times c) = 0$. If $a\times b = 0$, then $|a|^2|b|^2 = (a\cdot b)^2 + (a\times b)^2 = 0$, so $a$ or $b$ vanishes; if $a \times c = 0$, then $a$ or $c$ vanishes. This is `no_three_orthogonal_phases`, whose `linear_combination` calls are these identities. If $a = 0$, then $|b|^2 = |c|^2 = \tfrac23$, against $|b|^2+|c|^2 = \tfrac23$, and the other cases are symmetric.

In `no_pure_uniform_density` the coefficients are `c 0`, `c 1`, `c 2`; `hv` lists the amplitudes, `d0` to `d5` are the six site equations, and `linarith` forms the differences and the final contradiction. The lemma assumes no normalisation, since a uniform density of $1/6$ already sums to one.

## The ground space of $T$

`T_mulVec` gives $T\psi = -\sum_k \langle u_k,\psi\rangle u_k$. If $\psi = \sum_l c_l u_l$ with complex coefficients $c_l$, orthonormality yields $\langle u_k,\psi\rangle = c_k$ and so $\psi + T\psi = 0$; conversely, that equation writes $\psi$ as a combination of the $u_k$. This is `mem_groundSpace_iff`. The operator $P = -T$ is an orthogonal projector, so $(1-P)^2 = 1-P$ and

$$\|\psi + T\psi\|^2 = \langle\psi,(1-P)\psi\rangle = \|\psi\|^2 + \langle\psi,T\psi\rangle .$$

In `energy_bound` this identity is `key`, obtained by expanding both sides in components and closing with `ring`. For a unit vector the left side is a sum of non-negative terms, so $E_T(\psi) \ge -1$, with equality exactly when every component of $\psi + T\psi$ vanishes, that is, when $\psi\in G$. A ground state has energy at most $E_T(u_0) = -1$ and so lies in $G$, and a unit vector of $G$ attains the bound. `isGroundState_iff` records both directions.

## Averaging the variational inequality removes the potential

For any $\varphi$ the energy in the potential is $E_T(\varphi) + \sum_i v_i\rho_i(\varphi)$, which is `hV`. Suppose a ground state $\psi$ of $T+\operatorname{diag}(v)$ has uniform density. Using each $u_k$ as trial state gives `hk`,

$$E_T(\psi) + \sum_i v_i\rho_i(\psi) \le -1 + \sum_i v_i \rho_i(u_k).$$

The density of $\psi$ equals the ensemble density, so $\sum_i v_i\rho_i(\psi) = \tfrac13\sum_k\sum_i v_i\rho_i(u_k)$, which is `havg`. The mean of the three inequalities then reads $E_T(\psi) \le -1$. With the lower bound, $E_T(\psi) = -1$ and $\psi\in G$, the step `hmem`, and `no_pure_uniform_density` ends the proof.

## Integer and fractional occupation in a diagonalisation code

What follows describes numerical practice and is not among the theorems above. Diagonalising $T$ gives the levels $-1$ and $0$, each threefold, and an eigensolver returns some orthonormal basis of $G$. Occupying one returned vector gives a density that depends on that basis and is never uniform. Occupying all three with weight $\tfrac13$ gives $\tfrac13 P_{ii} = \tfrac16$ in any basis. An inversion loop that adjusts $v$ to match the uniform target while filling one lowest orbital has no $v$ with zero residual, whereas equal fractional occupation of the degenerate level matches the target at $v = 0$.
